# An overlap matrix with a one-dimensional kernel has an adjugate of rank one

I have two N-electron Slater determinants, Φ built from spin orbitals φ_1, …, φ_N and Ψ built from ψ_1, …, ψ_N. Their orbital overlaps are S_ij = ⟨φ_i|ψ_j⟩, so ⟨Φ|Ψ⟩ = det S. For a one-electron operator ĥ I write h_ij = ⟨φ_i|ĥ|ψ_j⟩ and compute the matrix element as det S · tr(S⁻¹h).

For one pair of states det S is zero and the formula breaks down, yet the matrix element itself is clearly not zero. What replaces S⁻¹ here? I have read that only one pair of orbitals survives. Could its coefficient also happen to vanish?

## One orbital from each determinant

The adjugate replaces the whole product det S · S⁻¹, not S⁻¹ alone. Write adj S for the transposed matrix of cofactors, which exists whether or not S is invertible and satisfies

S · adj S = adj S · S = det S · 1.

Let v span the kernel of S, and let u span the kernel of its transpose Sᵀ. There is no complex conjugation in either condition. If det S = 0 and both kernels are spanned by single vectors in this way, then

adj S = c v uᵀ, with c ≠ 0,

and the matrix element is c uᵀhv. So the coefficient can't vanish, although uᵀhv may still be zero for a particular operator, for instance by symmetry.

In terms of orbitals, ψ̃ = Σ_j v_j ψ_j is orthogonal to every φ_i, and φ̃ = Σ_i ū_i φ_i is orthogonal to every ψ_j, where the bar denotes complex conjugation. The matrix element is c⟨φ̃|ĥ|ψ̃⟩. The matrix adj S is the one-particle transition density in the two orbital sets, not divided by the overlap. In non-orthogonal configuration interaction this case arises when two determinants are orthogonal and the kernel of S is one-dimensional; a larger kernel is treated below. Only one-electron operators and finitely many orbitals are covered here.

## From the permutation sum to a single product

Expanding both determinants gives a signed sum over permutations σ in which one electron carries h and the others carry overlaps:

E(S, h) = Σ_σ sgn(σ) Σ_k h_{σ(k)k} ∏_{l≠k} S_{σ(l)l}.

For fixed k, the sum over σ is the determinant of S with column k replaced by column k of h. Laplace expansion along that column gives Σ_i (adj S)_ki h_ik, and summing over k gives

E(S, h) = tr(adj S · h).

For invertible S this is your formula. Now set det S = 0. From S · adj S = 0, every column of adj S lies in the kernel of S. From adj S · S = 0, every row lies in the kernel of Sᵀ. Hence there are numbers a_j and b_i with

(adj S)_ij = a_j v_i = b_i u_j.

Since det S = 0, both kernels contain nonzero vectors, so v and u are nonzero. Choose p with v_p ≠ 0. Comparing the two forms in row p gives a_j = b_p u_j / v_p, and therefore

(adj S)_ij = (b_p / v_p) v_i u_j.

This is the product form with c = b_p / v_p. To see that c ≠ 0, choose q with u_q ≠ 0. The entry (adj S)_pq is the determinant of the matrix R obtained from S by replacing row q with the unit row vector that has its 1 in position p. Suppose det R = 0. Then Rx = 0 for some x ≠ 0, which means

x_p = 0, and (Sx)_k = 0 for all k ≠ q.

Because uᵀS = 0,

0 = uᵀSx = u_q (Sx)_q,

so the remaining component of Sx vanishes too. Thus x lies in the kernel of S and x = tv for some number t. But t v_p = x_p = 0 forces t = 0, and so x = 0, a contradiction. The entry (adj S)_pq is nonzero, and c with it. Finally,

E(S, h) = c tr(v uᵀ h) = c uᵀhv.

If instead the kernel of S contains two independent vectors x and y, then for each index i some nonzero combination z of them has z_i = 0: take x if x_i = 0, and y_i x − x_i y otherwise. Replacing any row of S by the unit row vector i leaves z in the kernel, so every cofactor vanishes. By the trace formula, so does every one-electron matrix element.

## One electron, and a 2 × 2 example

For N = 1, zero overlap means S = (0). The adjugate of a 1 × 1 matrix is (1), any nonzero numbers v and u span the kernels, and c = 1/(uv). The matrix element is then h_11, the ordinary transition element between two orthogonal orbitals.

For N = 2, take S with rows (1, 2) and (3, 6), v = (2, −1) and u = (3, −1). Then adj S has rows (6, −2) and (−3, 1), which is v uᵀ, so c = 1. With v and u scaled to unit length, c = √5 · √10 = 5√2. These entries are too large for overlaps of normalised orbitals. Dividing S by 10 keeps both kernels and brings the unit-vector value to √2/2.

## What the Lean statements say

The finite type `n` labels the orbitals and `K` is any field, so real and complex orbitals are both included. `S` and `h` are arbitrary square matrices, with rows belonging to Φ and columns to Ψ. In the adjugate these roles are exchanged: `S.adjugate i j` is the cofactor of row `j` and column `i`.

`SpansKernel S v` says that the solutions of Sx = 0 are exactly the multiples of `v`. This allows `v` to be zero when S is invertible, a case that `hdet : S.det = 0` excludes. The hypotheses `hv` and `hu` are the two kernel conditions. `Matrix.vecMulVec v u` is v uᵀ, `*ᵥ` applies a matrix to a vector, and `⬝ᵥ` is the dot product without conjugation.

`adjugate_eq_rank_one` gives the product form with nonzero c. In `oneBodyElement_zero_overlap` the constant is chosen before `h`, so the same c serves all one-electron operators. `adjugate_eq_zero_of_two_null` treats the larger kernel, and `adjugate_eq_rank_one_witness` confirms the determinant and kernels of the 2 × 2 example.

The step from this model to the many-electron problem is the formula for E(S, h): `oneBodyElement` is defined as the permutation sum, and its equality with the integral ⟨Φ|Σĥ|Ψ⟩ is taken from the usual expansion of the determinants. Two-electron operators are not treated.

```lean
import Mathlib

open Matrix Finset

namespace ZeroOverlapTransitionDensity

/-- The vector `v` spans the kernel of `S`: the solutions of `S x = 0` are exactly the
multiples of `v`. -/
def SpansKernel {n K : Type*} [Fintype n] [Field K] (S : Matrix n n K) (v : n → K) : Prop :=
  ∀ x : n → K, S *ᵥ x = 0 ↔ ∃ k : K, x = k • v

/-- The matrix element of a one-electron operator between two Slater determinants with orbital
overlaps `S i j` and orbital matrix elements `h i j`: a signed sum over permutations in which
one electron carries `h` and all others carry overlaps. -/
def oneBodyElement {n K : Type*} [Fintype n] [DecidableEq n] [Field K]
    (S h : Matrix n n K) : K :=
  ∑ σ : Equiv.Perm n, ((Equiv.Perm.sign σ : ℤ) : K) *
    ∑ k, h (σ k) k * ∏ l ∈ univ.erase k, S (σ l) l

variable {n K : Type*} [Fintype n] [DecidableEq n] [Field K]
  {S : Matrix n n K} {u v : n → K}

/-- If the overlap determinant vanishes, a vector that spans the kernel is nonzero. -/
theorem spanning_ne_zero (hdet : S.det = 0) (hv : SpansKernel S v) : v ≠ 0 := by
  obtain ⟨x, hx, hSx⟩ := Matrix.exists_mulVec_eq_zero_iff.mpr hdet
  obtain ⟨k, hk⟩ := (hv x).mp hSx
  intro h
  exact hx (by rw [hk, h, smul_zero])

/-- Replacing row `j` of `S` by the unit vector `i` changes only component `j` of `S x`,
which becomes `x i`. -/
theorem replaced_row_mulVec (S : Matrix n n K) (i j k : n) (x : n → K) :
    (S.updateRow j (Pi.single i 1) *ᵥ x) k = if k = j then x i else (S *ᵥ x) k := by
  by_cases h : k = j
  · rw [h, if_pos rfl]
    change (S.updateRow j (Pi.single i 1)) j ⬝ᵥ x = x i
    rw [Matrix.updateRow_self]
    simp
  · rw [if_neg h]
    change (S.updateRow j (Pi.single i 1)) k ⬝ᵥ x = S k ⬝ᵥ x
    rw [Matrix.updateRow_ne h]

/-- If `v` spans the kernel of `S` and `u` that of its transpose, the adjugate entry `i j` is
nonzero wherever `v i` and `u j` are both nonzero. -/
theorem cofactor_ne_zero (hv : SpansKernel S v) (hu : SpansKernel Sᵀ u) {i j : n}
    (hi : v i ≠ 0) (hj : u j ≠ 0) : S.adjugate i j ≠ 0 := by
  rw [Matrix.adjugate_apply]
  intro h0
  obtain ⟨x, hx, hTx⟩ := Matrix.exists_mulVec_eq_zero_iff.mpr h0
  have hT : ∀ k, (if k = j then x i else (S *ᵥ x) k) = 0 := fun k => by
    rw [← replaced_row_mulVec, hTx, Pi.zero_apply]
  have hxi : x i = 0 := by simpa using hT j
  have hrow : ∀ k, k ≠ j → (S *ᵥ x) k = 0 := fun k hk => by
    simpa [hk] using hT k
  -- the left null vector forces the remaining component of `S x` to vanish
  have hSu : Sᵀ *ᵥ u = 0 := (hu u).mpr ⟨1, (one_smul K u).symm⟩
  have hsum : u ⬝ᵥ (S *ᵥ x) = 0 := by
    rw [Matrix.dotProduct_mulVec, ← Matrix.mulVec_transpose, hSu, zero_dotProduct]
  have hsingle : u ⬝ᵥ (S *ᵥ x) = u j * (S *ᵥ x) j := by
    simp only [dotProduct]
    exact Finset.sum_eq_single j (fun k _ hk => by rw [hrow k hk, mul_zero])
      (fun h => absurd (Finset.mem_univ j) h)
  have hSj : (S *ᵥ x) j = 0 :=
    (mul_eq_zero.mp (hsingle.symm.trans hsum)).resolve_left hj
  have hSx : S *ᵥ x = 0 := by
    funext k
    by_cases hk : k = j
    · rw [hk, hSj, Pi.zero_apply]
    · rw [hrow k hk, Pi.zero_apply]
  -- hence `x` is a multiple of `v` with a vanishing component `i`
  obtain ⟨k, hk⟩ := (hv x).mp hSx
  have hki : k * v i = 0 := by
    have e : x i = k * v i := congrFun hk i
    rw [← e, hxi]
  exact hx (by rw [hk, (mul_eq_zero.mp hki).resolve_right hi, zero_smul])

/-- At zero overlap, with the kernels of `S` and of its transpose spanned by `v` and `u`, the
adjugate of `S` is a nonzero multiple of the rank-one matrix `v uᵀ`. -/
theorem adjugate_eq_rank_one (hdet : S.det = 0) (hv : SpansKernel S v)
    (hu : SpansKernel Sᵀ u) :
    ∃ c : K, c ≠ 0 ∧ S.adjugate = c • Matrix.vecMulVec v u := by
  have h1 : S * S.adjugate = 0 := by rw [Matrix.mul_adjugate, hdet, zero_smul]
  have h2 : S.adjugate * S = 0 := by rw [Matrix.adjugate_mul, hdet, zero_smul]
  -- columns lie in the kernel of `S`, rows in the kernel of the transpose
  have hcol : ∀ j, ∃ a : K, (fun i => S.adjugate i j) = a • v := fun j =>
    (hv _).mp (by funext i; exact congrFun (congrFun h1 i) j)
  have hrow : ∀ i, ∃ b : K, (fun j => S.adjugate i j) = b • u := fun i =>
    (hu _).mp (by
      rw [Matrix.mulVec_transpose]
      funext j
      exact congrFun (congrFun h2 i) j)
  choose a ha using hcol
  choose b hb using hrow
  obtain ⟨p, hp'⟩ := Function.ne_iff.mp (spanning_ne_zero hdet hv)
  obtain ⟨q, hq'⟩ := Function.ne_iff.mp
    (spanning_ne_zero ((Matrix.det_transpose S).trans hdet) hu)
  have hp : v p ≠ 0 := hp'
  have hq : u q ≠ 0 := hq'
  have hentry : ∀ i j, S.adjugate i j = b p / v p * (v i * u j) := fun i j => by
    have e1 : S.adjugate i j = a j * v i := congrFun (ha j) i
    have e2 : S.adjugate p j = a j * v p := congrFun (ha j) p
    have e3 : S.adjugate p j = b p * u j := congrFun (hb p) j
    have e4 : a j = b p * u j / v p := by rw [eq_div_iff hp, ← e2, e3]
    rw [e1, e4]
    ring
  refine ⟨b p / v p, fun hc => ?_, ?_⟩
  · exact cofactor_ne_zero hv hu hp hq (by rw [hentry, hc, zero_mul])
  · ext i j
    rw [Matrix.smul_apply, Matrix.vecMulVec_apply, smul_eq_mul]
    exact hentry i j

/-- Laplace expansion of the one-electron matrix element: it is the trace of the adjugate of
the overlap matrix times the matrix of the operator. -/
theorem oneBodyElement_eq_trace (S h : Matrix n n K) :
    oneBodyElement S h = (S.adjugate * h).trace := by
  have hk : ∀ k, ∑ σ : Equiv.Perm n, ((Equiv.Perm.sign σ : ℤ) : K) *
      (h (σ k) k * ∏ l ∈ univ.erase k, S (σ l) l) = (S.adjugate * h) k k := fun k => by
    -- Cramer's rule: a diagonal entry is a determinant with one column replaced
    have e : (S.adjugate * h) k k = (S.updateCol k (fun i => h i k)).det := by
      rw [← Matrix.cramer_apply, Matrix.cramer_eq_adjugate_mulVec]
      rfl
    rw [e, Matrix.det_apply']
    refine Finset.sum_congr rfl fun σ _ => ?_
    rw [← Finset.mul_prod_erase univ
      (fun l => S.updateCol k (fun i => h i k) (σ l) l) (Finset.mem_univ k)]
    have hprod : ∏ l ∈ univ.erase k, S.updateCol k (fun i => h i k) (σ l) l
        = ∏ l ∈ univ.erase k, S (σ l) l :=
      Finset.prod_congr rfl fun l hl => by
        simp [Finset.ne_of_mem_erase hl]
    rw [hprod]
    simp
  unfold oneBodyElement
  simp only [Finset.mul_sum]
  rw [Finset.sum_comm]
  exact Finset.sum_congr rfl fun k _ => hk k

/-- At zero overlap, with the kernels of `S` and of its transpose spanned by `v` and `u`, every
one-electron matrix element is `uᵀ h v` times one nonzero constant independent of `h`. -/
theorem oneBodyElement_zero_overlap (hdet : S.det = 0) (hv : SpansKernel S v)
    (hu : SpansKernel Sᵀ u) :
    ∃ c : K, c ≠ 0 ∧ ∀ h : Matrix n n K, oneBodyElement S h = c * (u ⬝ᵥ (h *ᵥ v)) := by
  obtain ⟨c, hc, hadj⟩ := adjugate_eq_rank_one hdet hv hu
  refine ⟨c, hc, fun h => ?_⟩
  rw [oneBodyElement_eq_trace, hadj, Matrix.smul_mul, Matrix.trace_smul, smul_eq_mul,
    Matrix.trace_mul_comm, Matrix.mul_vecMulVec, Matrix.trace_vecMulVec, dotProduct_comm]

/-- If the kernel of `S` contains two linearly independent vectors, the adjugate of `S`
vanishes. -/
theorem adjugate_eq_zero_of_two_null {x y : n → K} (hxy : LinearIndependent K ![x, y])
    (hx : S *ᵥ x = 0) (hy : S *ᵥ y = 0) : S.adjugate = 0 := by
  ext i j
  rw [Matrix.adjugate_apply, Matrix.zero_apply]
  -- a nonzero null vector with vanishing component `i` kills the cofactor
  have key : ∀ z : n → K, z ≠ 0 → S *ᵥ z = 0 → z i = 0 →
      (S.updateRow j (Pi.single i 1)).det = 0 := fun z hz hSz hzi =>
    Matrix.exists_mulVec_eq_zero_iff.mp ⟨z, hz, by
      funext k
      rw [replaced_row_mulVec, hSz, hzi]
      simp⟩
  by_cases hxi : x i = 0
  · exact key x (hxy.ne_zero 0) hx hxi
  · refine key (y i • x - x i • y) (fun h => ?_) ?_ ?_
    · have hpair := LinearIndependent.pair_iff.mp hxy (y i) (-(x i))
        (by rw [neg_smul, ← sub_eq_add_neg]; exact h)
      exact hxi (neg_eq_zero.mp hpair.2)
    · rw [Matrix.mulVec_sub, Matrix.mulVec_smul, Matrix.mulVec_smul, hx, hy]
      simp
    · change y i * x i - x i * y i = 0
      ring

/-- The matrix with rows `(1, 2)` and `(3, 6)` has zero determinant, its kernel is spanned by
`(2, -1)` and the kernel of its transpose by `(3, -1)`. -/
theorem adjugate_eq_rank_one_witness :
    (!![1, 2; 3, 6] : Matrix (Fin 2) (Fin 2) ℚ).det = 0 ∧
    SpansKernel (!![1, 2; 3, 6] : Matrix (Fin 2) (Fin 2) ℚ) ![2, -1] ∧
    SpansKernel (!![1, 2; 3, 6] : Matrix (Fin 2) (Fin 2) ℚ)ᵀ ![3, -1] := by
  refine ⟨by norm_num [Matrix.det_fin_two], fun x => ⟨fun h => ?_, ?_⟩,
    fun x => ⟨fun h => ?_, ?_⟩⟩
  · have h0 := congrFun h 0
    simp [Matrix.mulVec, dotProduct, Fin.sum_univ_two] at h0
    refine ⟨-x 1, ?_⟩
    ext i
    fin_cases i <;> simp
    linarith
  · rintro ⟨k, rfl⟩
    ext i
    fin_cases i <;> simp [Matrix.mulVec, dotProduct, Fin.sum_univ_two] <;> ring
  · have h0 := congrFun h 0
    simp [Matrix.mulVec, dotProduct, Fin.sum_univ_two] at h0
    refine ⟨-x 1, ?_⟩
    ext i
    fin_cases i <;> simp
    linarith
  · rintro ⟨k, rfl⟩
    ext i
    fin_cases i <;> simp [Matrix.mulVec, dotProduct, Fin.sum_univ_two] <;> ring

end ZeroOverlapTransitionDensity
```

```lean
#print axioms ZeroOverlapTransitionDensity.adjugate_eq_rank_one
#print axioms ZeroOverlapTransitionDensity.oneBodyElement_zero_overlap
#print axioms ZeroOverlapTransitionDensity.adjugate_eq_zero_of_two_null
```

```
'ZeroOverlapTransitionDensity.adjugate_eq_rank_one' depends on axioms: [propext, Classical.choice, Quot.sound]
'ZeroOverlapTransitionDensity.oneBodyElement_zero_overlap' depends on axioms: [propext, Classical.choice, Quot.sound]
'ZeroOverlapTransitionDensity.adjugate_eq_zero_of_two_null' depends on axioms: [propext, Classical.choice, Quot.sound]
```

## How the lemmas divide the work

`spanning_ne_zero` takes a nonzero null vector of S and notes that it couldn't be a multiple of `v` if `v` were zero. `replaced_row_mulVec` computes the action of R: component `j` becomes `x i`, and the others remain those of Sx.

`cofactor_ne_zero` is the argument by contradiction above. Its `hsum` is uᵀSx = 0, `hsingle` reduces that sum to its one surviving term, and `hSj` cancels the nonzero factor `u j`. The last lines write `x` as a multiple of `v` and use the vanishing component `i`.

In `adjugate_eq_rank_one`, `h1` and `h2` are the two vanishing products. `hcol` and `hrow` turn them into statements about columns and rows, and `choose` collects the coefficients into functions `a` and `b`. The comparison in row `p` is `hentry`. If c were zero, `hentry` would make the entry at `p`, `q` vanish, against `cofactor_ne_zero`.

`oneBodyElement_eq_trace` starts from the other end of the Laplace expansion. Cramer's rule identifies a diagonal entry of adj S · h with a determinant in which one column is replaced. `Matrix.det_apply'` expands it over permutations, and `Finset.mul_prod_erase` separates the factor that carries `h`. Exchanging the sums over σ and k completes the identity. `oneBodyElement_zero_overlap` then inserts the rank-one form and uses the cyclic property of the trace.

## Null vectors in place of minors

The Mathlib lemma `Matrix.exists_mulVec_eq_zero_iff` states that a square matrix has a nonzero null vector if and only if its determinant is zero. Together with `Matrix.adjugate_apply`, which writes an adjugate entry as the determinant of S with a row replaced, it turns questions about cofactors into questions about solutions of linear equations.

Both directions are used. In `cofactor_ne_zero`, `.mpr` extracts a null vector from a supposedly zero cofactor, and that vector leads to the contradiction. In `adjugate_eq_zero_of_two_null`, `.mp` goes the other way: the combination with vanishing component `i` is supplied as a null vector, and the cofactor is therefore zero. Since the replaced matrix keeps the full size of S, no row or column has to be deleted and no indices renumbered.
